# For levels in [-1, 1], a nonnegative damping kernel makes the Chebyshev-expanded electron number nondecreasing in the chemical potential

A Fermi-operator expansion replaces the occupation function, which is a step at zero temperature, by a polynomial in the Hamiltonian, and the chemical potential $\mu$ is then adjusted until the electron number is right. If this number never falls when $\mu$ rises, a count that is too low shows that every solution lies at a higher $\mu$. Truncating the polynomial can break that property. For a single level at energy $x=1$, the first-order expansion gives

$$N(\cos u)=1-\frac{u}{\pi}-\frac{2}{\pi}\sin u,\qquad \mu=\cos u .$$

This is $0$ at $\mu=-1$ and $\tfrac13-\sqrt3/\pi\approx-0.22$ at $\mu=-\tfrac12$: raising the chemical potential has removed electrons from an empty level.

One remedy multiplies the $n$-th term by a damping factor $g_n$. For non-interacting levels at zero temperature, with energies scaled into $[-1,1]$, the theorems below identify the factors that restore monotonicity for every finite set of levels.

## The kernel and the expanded count

```lean
import Mathlib

open Real

namespace FermiOperatorCount

noncomputable section

/-- The kernel `1 + 2 ∑ g_n cos (n v)` belonging to the damping factors `g_1, …, g_M`. -/
def dampingKernel (M : ℕ) (g : ℕ → ℝ) (v : ℝ) : ℝ :=
  1 + 2 * ∑ n ∈ Finset.Icc 1 M, g n * cos (n * v)
```

For expansion order $M$ and damping factors $g_1,\dots,g_M$, this defines the kernel

$$K(v)=1+2\sum_{n=1}^{M}g_n\cos(nv).$$

The type `ℕ → ℝ` makes `g` a whole sequence, of which only the entries from 1 to $M$ are used.

```lean
/-- Contribution of one level `x` to the damped Chebyshev expansion of the electron number,
as a function of the angle `u` whose cosine is the chemical potential. -/
def levelCount (M : ℕ) (g : ℕ → ℝ) (x u : ℝ) : ℝ :=
  1 - u / π - 2 / π * ∑ n ∈ Finset.Icc 1 M,
    g n * sin (n * u) * (Polynomial.Chebyshev.T ℝ (n : ℤ)).eval x / n
```

This is the contribution of one level,

$$f_x(u)=1-\frac{u}{\pi}-\frac{2}{\pi}\sum_{n=1}^{M}\frac{g_n\sin(nu)\,T_n(x)}{n},$$

with $T_n$ the Chebyshev polynomial. It comes from the step function. Write $x=\cos\theta$ with $\theta\in[0,\pi]$. The level is occupied when $x<\mu$, that is, when $\theta>u$. The cosine coefficients of that step are

$$\frac1\pi\int_u^\pi d\theta=1-\frac u\pi,\qquad \frac2\pi\int_u^\pi\cos(n\theta)\,d\theta=-\frac{2\sin(nu)}{\pi n}.$$

Lean takes the resulting formula as its definition and does not derive it from the step.

```lean
/-- The expanded electron number of the levels `x a` at chemical potential `μ` in `[-1, 1]`. -/
def electronCount {ι : Type*} [Fintype ι] (M : ℕ) (g : ℕ → ℝ) (x : ι → ℝ) (μ : ℝ) : ℝ :=
  ∑ a, levelCount M g (x a) (arccos μ)
```

The electron number is $N(\mu)=\sum_a f_{x_a}(\arccos\mu)$. The index type `ι` is any finite set of labels, so degenerate levels are allowed. Each level holds one electron; spin would need separate labels or a factor of two.

The levels enter as given real numbers. A program can instead evaluate the trace of a matrix polynomial, which equals the sum over eigenvalues in exact arithmetic. Discarding small matrix elements, as linear-scaling methods do, can break that equality, and the theorems below do not cover the resulting error.

```lean
/-- The Fejér damping factors `1 - n / (M + 1)`. -/
def fejer (M n : ℕ) : ℝ := 1 - n / (M + 1)
```

The Fejér factors are $g_n=1-n/(M+1)$, which fall linearly with $n$.

## The slope of one level's contribution

```lean
/-- For a level `cos θ`, the derivative of its contribution with respect to the angle `u` is
minus the sum of the kernel at `u + θ` and at `u - θ`, divided by `2 π`. -/
theorem hasDerivAt_levelCount (M : ℕ) (g : ℕ → ℝ) (θ u : ℝ) :
    HasDerivAt (levelCount M g (cos θ))
      (-(dampingKernel M g (u + θ) + dampingKernel M g (u - θ)) / (2 * π)) u := by
  -- differentiate the sine series term by term
  have hs : HasDerivAt (fun t : ℝ => ∑ n ∈ Finset.Icc 1 M,
      g n * sin (n * t) * (Polynomial.Chebyshev.T ℝ (n : ℤ)).eval (cos θ) / n)
      (∑ n ∈ Finset.Icc 1 M, g n * cos (n * u) * cos (n * θ)) u := by
    apply HasDerivAt.fun_sum
    intro n hn
    have hn1 := (Finset.mem_Icc.mp hn).1
    have hn0 : (n : ℝ) ≠ 0 := Nat.cast_ne_zero.mpr (by omega)
    have h1 : HasDerivAt (fun t : ℝ => (n : ℝ) * t) n u := by
      simpa using (hasDerivAt_id' u).const_mul (n : ℝ)
    have h2 := ((h1.sin.const_mul (g n)).mul_const
      ((Polynomial.Chebyshev.T ℝ (n : ℤ)).eval (cos θ))).div_const (n : ℝ)
    refine h2.congr_deriv ?_
    rw [Polynomial.Chebyshev.T_real_cos, Int.cast_natCast, div_eq_iff hn0]
    ring
  -- the product of cosines splits into two shifted kernels
  have hk : dampingKernel M g (u + θ) + dampingKernel M g (u - θ)
      = 2 * (1 + 2 * ∑ n ∈ Finset.Icc 1 M, g n * cos (n * u) * cos (n * θ)) := by
    have h : ∑ n ∈ Finset.Icc 1 M, g n * cos (n * (u + θ))
        + ∑ n ∈ Finset.Icc 1 M, g n * cos (n * (u - θ))
        = 2 * ∑ n ∈ Finset.Icc 1 M, g n * cos (n * u) * cos (n * θ) := by
      rw [← Finset.sum_add_distrib, Finset.mul_sum]
      refine Finset.sum_congr rfl fun n _ => ?_
      rw [mul_add, mul_sub, cos_add, cos_sub]
      ring
    unfold dampingKernel
    linear_combination 2 * h
  have h := ((hasDerivAt_const u (1 : ℝ)).fun_sub
    ((hasDerivAt_id' u).div_const π)).fun_sub (hs.const_mul (2 / π))
  refine h.congr_deriv ?_
  rw [hk]
  ring
```

`HasDerivAt f d u` says that `f` is differentiable at `u` with derivative `d`. The claim is

$$f_{\cos\theta}'(u)=-\frac{K(u+\theta)+K(u-\theta)}{2\pi}.$$

By hand, use $T_n(\cos\theta)=\cos(n\theta)$ and differentiate. The factor $n$ from $\sin(nu)$ cancels the denominator:

$$f_{\cos\theta}'(u)=-\frac1\pi-\frac2\pi\sum_{n=1}^M g_n\cos(nu)\cos(n\theta).$$

Since $2\cos(nu)\cos(n\theta)=\cos n(u+\theta)+\cos n(u-\theta)$,

$$K(u+\theta)+K(u-\theta)=2+4\sum_{n=1}^M g_n\cos(nu)\cos(n\theta),$$

and dividing by $-2\pi$ gives the claim. In the proof, `hs` is the term-by-term differentiation and `hk` is the kernel identity. The closing lines combine them with the derivative of $1-u/\pi$.

## From a nonnegative kernel to a monotone count

```lean
/-- If the kernel is nonnegative, the contribution of a level in `[-1, 1]` never increases
with the angle `u`. -/
theorem levelCount_antitone {M : ℕ} {g : ℕ → ℝ} (hK : ∀ v, 0 ≤ dampingKernel M g v)
    {x : ℝ} (hx : x ∈ Set.Icc (-1 : ℝ) 1) : Antitone (levelCount M g x) := by
  obtain ⟨θ, rfl⟩ : ∃ θ, cos θ = x := ⟨arccos x, cos_arccos hx.1 hx.2⟩
  apply antitone_of_deriv_nonpos
  · exact fun u => (hasDerivAt_levelCount M g θ u).differentiableAt
  · intro u
    rw [(hasDerivAt_levelCount M g θ u).deriv]
    exact div_nonpos_of_nonpos_of_nonneg
      (by linarith [hK (u + θ), hK (u - θ)]) (by positivity)
```

`Antitone` means nonincreasing. The hypothesis `hK` says $K(v)\ge0$ for every real $v$, and `hx` puts the level in $[-1,1]$. The proof writes $x=\cos\theta$ with $\theta=\arccos x$. Both kernel values in the slope are then nonnegative, so the slope is at most zero everywhere and $f_x$ never increases with $u$.

```lean
/-- If the kernel is nonnegative and all levels lie in `[-1, 1]`, the expanded electron number
is a nondecreasing function of the chemical potential on `[-1, 1]`. -/
theorem electronCount_monotoneOn {ι : Type*} [Fintype ι] {M : ℕ} {g : ℕ → ℝ}
    (hK : ∀ v, 0 ≤ dampingKernel M g v) {x : ι → ℝ} (hx : ∀ a, x a ∈ Set.Icc (-1 : ℝ) 1) :
    MonotoneOn (electronCount M g x) (Set.Icc (-1) 1) := by
  intro μ _ ν _ h
  simp only [electronCount]
  exact Finset.sum_le_sum fun a _ => levelCount_antitone hK (hx a) (arccos_le_arccos h)
```

`MonotoneOn` means nondecreasing on the stated set, here $\mu\in[-1,1]$. If $\mu\le\nu$, then $\arccos\nu\le\arccos\mu$, because the arccosine decreases. Each $f_{x_a}$ is nonincreasing, so

$$f_{x_a}(\arccos\mu)\le f_{x_a}(\arccos\nu),$$

and summing over $a$ gives $N(\mu)\le N(\nu)$. In a bisection for non-interacting levels, a count that is too low therefore always means that $\mu$ must be raised.

```lean
/-- If the kernel is nonnegative and all levels lie in `[-1, 1]`, the expanded electron number
at a chemical potential in `[-1, 1]` lies between zero and the number of levels. -/
theorem electronCount_bounds {ι : Type*} [Fintype ι] {M : ℕ} {g : ℕ → ℝ}
    (hK : ∀ v, 0 ≤ dampingKernel M g v) {x : ι → ℝ} (hx : ∀ a, x a ∈ Set.Icc (-1 : ℝ) 1)
    {μ : ℝ} (hμ : μ ∈ Set.Icc (-1 : ℝ) 1) :
    0 ≤ electronCount M g x μ ∧ electronCount M g x μ ≤ Fintype.card ι := by
  have h0 : electronCount M g x (-1) = 0 := by
    simp [electronCount, levelCount, sin_nat_mul_pi, pi_ne_zero]
  have h1 : electronCount M g x 1 = Fintype.card ι := by
    simp [electronCount, levelCount]
  have hm := electronCount_monotoneOn hK hx
  constructor
  · rw [← h0]
    exact hm ⟨le_rfl, by norm_num⟩ hμ hμ.1
  · rw [← h1]
    exact hm hμ ⟨by norm_num, le_rfl⟩ hμ.2
```

At $\mu=-1$ the angle is $\pi$, every sine vanishes, and each level contributes $1-1=0$. At $\mu=1$ the angle is $0$ and each level contributes $1$. These are `h0` and `h1`. Monotonicity then places $N(\mu)$ between zero and the number of levels, `Fintype.card ι`, so the negative count of the opening example cannot occur.

## A single level detects a negative kernel

```lean
/-- Conversely, if the expanded electron number of the single level `x = 1` is nondecreasing
on `[-1, 1]`, then the kernel is nonnegative everywhere. -/
theorem dampingKernel_nonneg_of_monotoneOn {M : ℕ} {g : ℕ → ℝ}
    (h : MonotoneOn (electronCount M g (fun _ : Unit => 1)) (Set.Icc (-1) 1)) (v : ℝ) :
    0 ≤ dampingKernel M g v := by
  have anti : AntitoneOn (levelCount M g (cos 0)) (Set.Icc 0 π) := by
    intro s hs t ht hst
    have := h ⟨neg_one_le_cos t, cos_le_one t⟩ ⟨neg_one_le_cos s, cos_le_one s⟩
      (cos_le_cos_of_nonneg_of_le_pi hs.1 ht.2 hst)
    simpa [electronCount, arccos_cos hs.1 hs.2, arccos_cos ht.1 ht.2] using this
  -- fold the angle v back into [0, π]
  obtain ⟨w, hw, hc⟩ : ∃ w ∈ Set.Icc 0 π, cos w = cos v :=
    ⟨arccos (cos v), ⟨arccos_nonneg _, arccos_le_pi _⟩,
      cos_arccos (neg_one_le_cos v) (cos_le_one v)⟩
  have hvw : dampingKernel M g v = dampingKernel M g w := by
    have e : ∀ (n : ℕ) (t : ℝ),
        (Polynomial.Chebyshev.T ℝ (n : ℤ)).eval (cos t) = cos (n * t) := by
      intro n t
      rw [Polynomial.Chebyshev.T_real_cos, Int.cast_natCast]
    unfold dampingKernel
    simp only [← e, hc]
  have hd := anti.derivWithin_nonpos (x := w)
  rw [(hasDerivAt_levelCount M g 0 w).hasDerivWithinAt.derivWithin
    (uniqueDiffOn_Icc pi_pos w hw), add_zero, sub_zero] at hd
  rw [hvw]
  by_contra hn
  have hneg := not_le.mp hn
  have : 0 < -(dampingKernel M g w + dampingKernel M g w) / (2 * π) :=
    div_pos (by linarith) (by positivity)
  linarith
```

`Unit` is a type with one element, so `fun _ : Unit => 1` describes one level at $x=1$. If its count is nondecreasing on $[-1,1]$, then $K\ge0$ everywhere. Combined with the preceding results, this makes nonnegativity of $K$ equivalent to a nondecreasing count for every finite set of levels in $[-1,1]$.

By hand, set $\theta=0$ in the slope formula, which becomes $f_1'(u)=-K(u)/\pi$. A count that does not fall with $\mu$ means that $f_1$ does not rise with $u$ on $[0,\pi]$; this is `anti`. Hence $K(u)\ge0$ there. `derivWithin` is the derivative taken inside the interval, which handles the two endpoints as well.

For any other angle $v$, put $w=\arccos(\cos v)\in[0,\pi]$. Then $\cos w=\cos v$, and $\cos(nv)=T_n(\cos v)$ depends only on $\cos v$. So $K(v)=K(w)\ge0$, the first equality being `hvw`.

```lean
/-- Without damping, the first-order expanded electron number of the single level `x = 1`
strictly decreases with the chemical potential on `[-1, -1/2]`. -/
theorem undamped_strictAntiOn :
    StrictAntiOn (electronCount 1 (fun _ => 1) (fun _ : Unit => 1))
      (Set.Icc (-1 : ℝ) (-1 / 2)) := by
  have mono : StrictMonoOn (levelCount 1 (fun _ => 1) (cos 0))
      (Set.Icc (arccos (-1 / 2)) π) := by
    apply strictMonoOn_of_deriv_pos (convex_Icc _ _)
    · exact fun u _ => (hasDerivAt_levelCount 1 _ 0 u).continuousAt.continuousWithinAt
    · intro u hu
      rw [interior_Icc] at hu
      -- here the kernel 1 + 2 cos u is negative
      have hc := cos_lt_cos_of_nonneg_of_le_pi (arccos_nonneg _) hu.2.le hu.1
      rw [cos_arccos (by norm_num) (by norm_num)] at hc
      have hk : dampingKernel 1 (fun _ => 1) u = 1 + 2 * cos u := by simp [dampingKernel]
      rw [(hasDerivAt_levelCount 1 _ 0 u).deriv, add_zero, sub_zero, hk]
      exact div_pos (by linarith) (by positivity)
  intro μ hμ ν hν h
  have hlt := strictAntiOn_arccos (⟨hμ.1, by linarith [hμ.2]⟩ : μ ∈ Set.Icc (-1 : ℝ) 1)
    (⟨hν.1, by linarith [hν.2]⟩ : ν ∈ Set.Icc (-1 : ℝ) 1) h
  have := mono ⟨arccos_le_arccos hν.2, arccos_le_pi _⟩
    ⟨arccos_le_arccos hμ.2, arccos_le_pi _⟩ hlt
  simpa [electronCount] using this
```

This is the opening example, with $M=1$ and $g_1=1$: the count strictly decreases on the closed interval $[-1,-\tfrac12]$. The kernel is $1+2\cos u$, so

$$f_1'(u)=-\frac{1+2\cos u}{\pi}>0\qquad\text{for } \tfrac{2\pi}{3}<u<\pi .$$

Lean writes the left end as `arccos (-1 / 2)`. A positive slope in the interior makes $f_1$ strictly increasing on the closed interval, which is `mono`. The strictly decreasing arccosine then reverses the direction.

## Fejér damping works at every order

```lean
/-- The squared cosine and sine sums of orders `0` to `M` add up to a cosine series with
linearly decreasing weights. -/
theorem sq_sum_cos_add_sq_sum_sin (M : ℕ) (v : ℝ) :
    (∑ k ∈ Finset.range (M + 1), cos (k * v)) ^ 2
      + (∑ k ∈ Finset.range (M + 1), sin (k * v)) ^ 2
      = ((M : ℝ) + 1) + 2 * ∑ n ∈ Finset.Icc 1 M, ((M : ℝ) + 1 - n) * cos (n * v) := by
  induction M with
  | zero => simp
  | succ M ih =>
    -- cross terms between the new order and all earlier ones
    have cross : (∑ k ∈ Finset.range (M + 1), cos (k * v)) * cos (((M + 1 : ℕ) : ℝ) * v)
        + (∑ k ∈ Finset.range (M + 1), sin (k * v)) * sin (((M + 1 : ℕ) : ℝ) * v)
        = ∑ n ∈ Finset.Icc 1 (M + 1), cos (n * v) := by
      rw [Finset.sum_mul, Finset.sum_mul, ← Finset.sum_add_distrib]
      refine Finset.sum_nbij' (fun k => M + 1 - k) (fun n => M + 1 - n) ?_ ?_ ?_ ?_ ?_
      · intro k hk
        simp only [Finset.mem_range, Finset.mem_Icc] at *
        omega
      · intro n hn
        simp only [Finset.mem_range, Finset.mem_Icc] at *
        omega
      · intro k hk
        simp only [Finset.mem_range] at *
        omega
      · intro n hn
        simp only [Finset.mem_Icc] at *
        omega
      · intro k hk
        have hk' := Finset.mem_range.mp hk
        rw [Nat.cast_sub hk'.le, sub_mul, cos_sub]
        ring
    have split : ∑ n ∈ Finset.Icc 1 (M + 1), (((M + 1 : ℕ) : ℝ) + 1 - n) * cos (n * v)
        = ∑ n ∈ Finset.Icc 1 M, ((M : ℝ) + 1 - n) * cos (n * v)
          + ∑ n ∈ Finset.Icc 1 (M + 1), cos (n * v) := by
      rw [Finset.sum_Icc_succ_top (show 1 ≤ M + 1 by omega),
        Finset.sum_Icc_succ_top (show 1 ≤ M + 1 by omega), ← add_assoc,
        ← Finset.sum_add_distrib]
      congr 1
      · refine Finset.sum_congr rfl fun n _ => ?_
        push_cast
        ring
      · ring
    have hc : ((M + 1 : ℕ) : ℝ) = (M : ℝ) + 1 := Nat.cast_succ M
    rw [Finset.sum_range_succ (fun k : ℕ => cos (k * v)) (M + 1),
      Finset.sum_range_succ (fun k : ℕ => sin (k * v)) (M + 1)]
    linear_combination ih + 2 * cross + cos_sq_add_sin_sq (((M + 1 : ℕ) : ℝ) * v)
      - 2 * split - hc
```

The identity reads

$$\Big(\sum_{k=0}^{M}\cos kv\Big)^2+\Big(\sum_{k=0}^{M}\sin kv\Big)^2=(M+1)+2\sum_{n=1}^{M}(M+1-n)\cos(nv).$$

The proof is by induction on $M$. For $M=0$ both sides equal $1$. Going from $M$ to $M+1$ adds to the left side $\cos^2+\sin^2=1$ at the new order, together with the cross terms

$$2\sum_{k=0}^{M}\cos\big((M+1-k)v\big)=2\sum_{n=1}^{M+1}\cos(nv).$$

On the right, the constant grows by $1$, every existing weight grows by $1$, and the term $n=M+1$ enters with weight $1$. The two changes agree. In Lean, `cross` relabels $n=M+1-k$, `split` tracks the weights, and `linear_combination` adds up the equations.

```lean
/-- With Fejér damping the expanded electron number of any levels in `[-1, 1]` is nondecreasing
in the chemical potential on `[-1, 1]`, at every expansion order. -/
theorem electronCount_fejer_monotoneOn {ι : Type*} [Fintype ι] (M : ℕ) {x : ι → ℝ}
    (hx : ∀ a, x a ∈ Set.Icc (-1 : ℝ) 1) :
    MonotoneOn (electronCount M (fejer M) x) (Set.Icc (-1) 1) := by
  refine electronCount_monotoneOn (fun v => ?_) hx
  have hM : (0 : ℝ) < (M : ℝ) + 1 := by positivity
  have hs : ∑ n ∈ Finset.Icc 1 M, ((M : ℝ) + 1 - n) * cos (n * v)
      = ((M : ℝ) + 1) * ∑ n ∈ Finset.Icc 1 M, fejer M n * cos (n * v) := by
    rw [Finset.mul_sum]
    refine Finset.sum_congr rfl fun n _ => ?_
    have hn : ((M : ℝ) + 1) * fejer M n = (M : ℝ) + 1 - n := by
      unfold fejer
      field_simp
    rw [← mul_assoc, hn]
  -- (M + 1) times the kernel is a sum of two squares
  have e : ((M : ℝ) + 1) * dampingKernel M (fejer M) v
      = (∑ k ∈ Finset.range (M + 1), cos (k * v)) ^ 2
        + (∑ k ∈ Finset.range (M + 1), sin (k * v)) ^ 2 := by
    rw [sq_sum_cos_add_sq_sum_sin, hs]
    unfold dampingKernel
    ring
  refine (mul_nonneg_iff_of_pos_left hM).mp ?_
  rw [e]
  positivity

end

end FermiOperatorCount
```

For Fejér factors, $(M+1)g_n=M+1-n$. The previous identity therefore says that $(M+1)K(v)$ is a sum of two squares, so $K\ge0$ and the general theorem applies at every $M$. The result concerns the direction of change only: it gives no bound on the distance between $N(\mu)$ and the exact count.

The two lowest orders can be checked by hand. At $M=0$ the kernel is $1$, and each level contributes $1-\arccos(\mu)/\pi$ whatever its energy. At $M=1$ the kernel $1+2g_1\cos v$ is nonnegative exactly when $|g_1|\le\tfrac12$, and Fejér's $g_1=\tfrac12$ is the largest value allowed.

The slope formula also has a consequence for spectra, which is left here as a short calculation for the reader. With levels $x_a=\cos\theta_a$ and $-1<\mu<1$, the chain rule gives

$$\frac{dN}{d\mu}=\sum_a\frac{K(u+\theta_a)+K(u-\theta_a)}{2\pi\sin u},$$

which is the damped Chebyshev density of states. A nonnegative kernel thus keeps that density nonnegative too.

```lean
#print axioms FermiOperatorCount.electronCount_bounds
-- 'FermiOperatorCount.electronCount_bounds' depends on axioms: [propext, Classical.choice, Quot.sound]
#print axioms FermiOperatorCount.dampingKernel_nonneg_of_monotoneOn
-- 'FermiOperatorCount.dampingKernel_nonneg_of_monotoneOn' depends on axioms: [propext, Classical.choice, Quot.sound]
#print axioms FermiOperatorCount.undamped_strictAntiOn
-- 'FermiOperatorCount.undamped_strictAntiOn' depends on axioms: [propext, Classical.choice, Quot.sound]
#print axioms FermiOperatorCount.electronCount_fejer_monotoneOn
-- 'FermiOperatorCount.electronCount_fejer_monotoneOn' depends on axioms: [propext, Classical.choice, Quot.sound]
```
